# Lorentz boosts in any finite spatial dimension: symmetric, positive definite, of determinant one

Take units with $c=1$, so that time and space coordinates share one unit. In one spatial dimension, write the spatial four-velocity as $u=\sinh\eta$, with $\eta$ the rapidity. The boost is

$$B=\begin{pmatrix}\cosh\eta&\sinh\eta\\ \sinh\eta&\cosh\eta\end{pmatrix}.$$

Rapidities add, so $B$ is the square of the symmetric, invertible boost $H$ with rapidity $\eta/2$. Hence $x\cdot Bx=|Hx|^2>0$ for $x\ne0$, where the dot and the length are the Euclidean ones on the coordinate components, not the Minkowski product. The same half-boost works in $n$ dimensions.

In Lean 4 with Mathlib:

```lean
import Mathlib

open Matrix

namespace LorentzBoost

noncomputable section

variable {n : Type*} [Fintype n] [DecidableEq n]
```

The type `n` labels finitely many spatial axes.

```lean
/-- The Lorentz factor of a particle with spatial four-velocity `u`, in units with `c = 1`. -/
def gamma (u : n → ℝ) : ℝ := Real.sqrt (1 + u ⬝ᵥ u)
```

This is $\gamma(u)=\sqrt{1+u\cdot u}$, where `⬝ᵥ` is the dot product. With $c=1$, $u$ is $\gamma$ times the ordinary velocity.

```lean
/-- The boost matrix with spatial four-velocity `u`, in time and space blocks. -/
def boost (u : n → ℝ) : Matrix (Unit ⊕ n) (Unit ⊕ n) ℝ :=
  fromBlocks (of fun _ _ => gamma u) (of fun _ j => u j) (of fun i _ => u i)
    (1 + of fun i j => u i * u j / (1 + gamma u))
```

The index type `Unit ⊕ n` is one time index plus the spatial ones. The blocks are

$$B(u)=\begin{pmatrix}\gamma&u^T\\u&I+uu^T/(1+\gamma)\end{pmatrix}.$$

The convention is active: a particle at rest, $(1,0)$, is sent to $(\gamma,u)$.

```lean
/-- The Minkowski metric `diag(1, -I)`. -/
def minkowski : Matrix (Unit ⊕ n) (Unit ⊕ n) ℝ := fromBlocks 1 0 0 (-1)
```

The metric is $g=\mathrm{diag}(1,-I)$.

```lean
/-- The spatial four-velocity `u / √(2 (1 + γ))`, parallel to `u`. -/
def halfway (u : n → ℝ) : n → ℝ := (1 / Real.sqrt (2 * (1 + gamma u))) • u
```

This is the four-velocity at half the rapidity. Halving $u$ itself would be wrong, since $\sinh(\eta/2)\neq\tfrac12\sinh\eta$ unless $\eta=0$.

```lean
omit [DecidableEq n] in
private lemma dot_nonneg (u : n → ℝ) : 0 ≤ u ⬝ᵥ u :=
  Finset.sum_nonneg fun i _ => mul_self_nonneg (u i)
```

A sum of squares is nonnegative.

```lean
omit [DecidableEq n] in
private lemma gamma_pos (u : n → ℝ) : 0 < gamma u :=
  Real.sqrt_pos.2 (by linarith [dot_nonneg u])
```

Therefore $\gamma>0$.

```lean
omit [DecidableEq n] in
private lemma gamma_smul_sq (e : n → ℝ) (p : ℝ) :
    gamma (p • e) ^ 2 = 1 + p ^ 2 * (e ⬝ᵥ e) := by
  rw [gamma, Real.sq_sqrt (by linarith [dot_nonneg (p • e)])]
  simp only [smul_dotProduct, dotProduct_smul, smul_eq_mul]
  ring
```

For a vector $e$ and a real $p$, $\gamma(pe)^2=1+p^2s$, where $s=e\cdot e$.

```lean
omit [DecidableEq n] in
private lemma gamma_smul_eq (e : n → ℝ) (p G : ℝ) (hG : 0 ≤ G)
    (h : G ^ 2 = 1 + p ^ 2 * (e ⬝ᵥ e)) : gamma (p • e) = G := by
  rw [← gamma_smul_sq e p] at h
  nlinarith [gamma_pos (p • e), sq_nonneg (gamma (p • e) - G),
    mul_nonneg hG (gamma_pos (p • e)).le,
    (pow_left_inj₀ hG (gamma_pos (p • e)).le two_ne_zero).1 h]
```

Conversely, a nonnegative $G$ with $G^2=1+p^2s$ equals $\gamma(pe)$.

```lean
omit [DecidableEq n] in
private lemma gamma_neg (u : n → ℝ) : gamma (-u) = gamma u := by simp [gamma]
```

Reversing $u$ leaves $\gamma$ unchanged.

```lean
omit [DecidableEq n] in
private lemma coeff_mul (e : n → ℝ) (p : ℝ) :
    p ^ 2 / (1 + gamma (p • e)) * (e ⬝ᵥ e) = gamma (p • e) - 1 := by
  have h := gamma_pos (p • e)
  have h0 : 1 + gamma (p • e) ≠ 0 := by positivity
  rw [div_mul_eq_mul_div, div_eq_iff h0]
  linear_combination -gamma_smul_sq e p
```

Since $p^2s=\gamma(pe)^2-1$, division by $1+\gamma(pe)$ gives $p^2s/(1+\gamma(pe))=\gamma(pe)-1$.

```lean
private lemma boost_smul (e : n → ℝ) (p : ℝ) : boost (p • e) =
    fromBlocks (of fun _ _ => gamma (p • e)) (of fun _ j => p * e j) (of fun i _ => p * e i)
      (1 + of fun i j => p ^ 2 / (1 + gamma (p • e)) * (e i * e j)) := by
  have h : (fun i j => (p • e) i * (p • e) j / (1 + gamma (p • e))) =
      fun i j => p ^ 2 / (1 + gamma (p • e)) * (e i * e j) := by
    funext i j
    simp only [Pi.smul_apply, smul_eq_mul]
    ring
  rw [boost, h]
  rfl
```

This rewrites $B(pe)$ with the spatial coefficient $\alpha=p^2/(1+\gamma(pe))$ multiplying $ee^T$.

```lean
omit [DecidableEq n] in
/-- The Lorentz factor at `(p γ(q e) + q γ(p e)) e` is `γ(p e) γ(q e) + p q (e ⬝ᵥ e)`. -/
theorem gamma_collinear (e : n → ℝ) (p q : ℝ) :
    gamma ((p * gamma (q • e) + q * gamma (p • e)) • e) =
      gamma (p • e) * gamma (q • e) + p * q * (e ⬝ᵥ e) := by
  have ha := gamma_smul_sq e p
  have hb := gamma_smul_sq e q
  have hab := mul_pos (gamma_pos (p • e)) (gamma_pos (q • e))
  have hs := dot_nonneg e
  generalize gamma (p • e) = a at *
  generalize gamma (q • e) = b at *
  apply gamma_smul_eq
  · by_contra h
    have h1 : a * b + p * q * (e ⬝ᵥ e) < 0 := not_le.1 h
    have h2 : 0 < a * b - p * q * (e ⬝ᵥ e) := by linarith
    have h3 := mul_neg_of_neg_of_pos h1 h2
    have h4 : (a * b + p * q * (e ⬝ᵥ e)) * (a * b - p * q * (e ⬝ᵥ e)) =
        1 + p ^ 2 * (e ⬝ᵥ e) + q ^ 2 * (e ⬝ᵥ e) := by
      linear_combination b ^ 2 * ha + (1 + p ^ 2 * (e ⬝ᵥ e)) * hb
    have h5 : 0 ≤ p ^ 2 * (e ⬝ᵥ e) := by positivity
    have h6 : 0 ≤ q ^ 2 * (e ⬝ᵥ e) := by positivity
    linarith
  · linear_combination (b ^ 2 - q ^ 2 * (e ⬝ᵥ e)) * ha + hb
```

Put $a=\gamma(pe)$, $b=\gamma(qe)$ and $r=pb+qa$. The claim is $\gamma(re)=ab+pqs$. Using $a^2=1+p^2s$ and $b^2=1+q^2s$, both $(ab+pqs)^2$ and $1+r^2s$ expand to

$$1+p^2s+q^2s+2p^2q^2s^2+2abpqs.$$

For the sign, $(ab+pqs)(ab-pqs)=1+p^2s+q^2s>0$. The two factors have the positive sum $2ab$, so both are positive.

```lean
/-- Two boosts along a common direction compose to a boost along that direction. -/
theorem boost_mul_collinear (e : n → ℝ) (p q : ℝ) :
    boost (p • e) * boost (q • e) =
      boost ((p * gamma (q • e) + q * gamma (p • e)) • e) := by
  have hG := gamma_collinear e p q
  have hα := coeff_mul e p
  have hβ := coeff_mul e q
  have hρ := coeff_mul e (p * gamma (q • e) + q * gamma (p • e))
  rw [boost_smul e p, boost_smul e q, boost_smul e (_ + _), fromBlocks_multiply]
  rw [hG] at hρ ⊢
  generalize p ^ 2 / (1 + gamma (p • e)) = α at *
  generalize q ^ 2 / (1 + gamma (q • e)) = β at *
  generalize (p * gamma (q • e) + q * gamma (p • e)) ^ 2 / _ = ρ at *
  have hS (c : ℝ) : ∑ k, c * (e k * e k) = c * (e ⬝ᵥ e) := by
    simp only [dotProduct, Finset.mul_sum]
  have hL (i : n) (f : n → ℝ) : ∑ k, (1 : Matrix n n ℝ) i k * f k = f i := by
    simp [Matrix.one_apply]
  have hR (j : n) (f : n → ℝ) : ∑ k, f k * (1 : Matrix n n ℝ) k j = f j := by
    simp [Matrix.one_apply]
  ext (i | i) (j | j) <;>
    simp only [fromBlocks_apply₁₁, fromBlocks_apply₁₂, fromBlocks_apply₂₁, fromBlocks_apply₂₂,
      Matrix.add_apply, Matrix.mul_apply, of_apply, Finset.univ_unique, Finset.sum_singleton,
      mul_add, add_mul, Finset.sum_add_distrib, hL, hR]
  · have T : ∑ k, p * e k * (q * e k) = p * q * (e ⬝ᵥ e) :=
      (Finset.sum_congr rfl fun k _ => by ring).trans (hS (p * q))
    rw [T]
  · have T : ∑ k, p * e k * (β * (e k * e j)) = p * β * e j * (e ⬝ᵥ e) :=
      (Finset.sum_congr rfl fun k _ => by ring).trans (hS (p * β * e j))
    rw [T]
    linear_combination p * e j * hβ
  · have T : ∑ k, α * (e i * e k) * (q * e k) = α * e i * q * (e ⬝ᵥ e) :=
      (Finset.sum_congr rfl fun k _ => by ring).trans (hS (α * e i * q))
    rw [T]
    linear_combination q * e i * hα
  · have T : ∑ k, α * (e i * e k) * (β * (e k * e j)) = α * β * e i * e j * (e ⬝ᵥ e) :=
      (Finset.sum_congr rfl fun k _ => by ring).trans (hS (α * β * e i * e j))
    rw [T]
    -- the spatial coefficients agree after multiplication by `e ⬝ᵥ e`
    have key : (p * q + α + β + α * β * (e ⬝ᵥ e) - ρ) * (e ⬝ᵥ e) = 0 := by
      linear_combination (1 + β * (e ⬝ᵥ e)) * hα + gamma (p • e) * hβ - hρ
    have K : (p * q + α + β + α * β * (e ⬝ᵥ e) - ρ) * (e i * e j) = 0 := by
      rcases mul_eq_zero.1 key with h | h
      · rw [h, zero_mul]
      · simp [dotProduct_self_eq_zero.1 h]
    linear_combination K
```

The claim is $B(pe)B(qe)=B(re)$. Let $\beta$ and $\rho$ be the spatial coefficients for $q$ and $r$, so that $\alpha s=a-1$, $\beta s=b-1$ and $\rho s=ab+pqs-1$. The blocks of the product are:

- time–time: $ab+pqs=\gamma(re)$;
- time–space: $(aq+p+p\beta s)e^T=re^T$;
- space–time: $(pb+q+q\alpha s)e=re$;
- space–space: $I+(pq+\alpha+\beta+\alpha\beta s)ee^T$.

The last needs $pq+\alpha+\beta+\alpha\beta s=\rho$. Multiplied by $s$, both sides equal $ab+pqs-1$. If $s\ne0$, cancel it; if $s=0$, then $e=0$ and the term vanishes anyway.

The tactic doing this algebra is `linear_combination`. One supplies multiples of known equations, and it checks by ring arithmetic that they add up to the goal. In `key`, the multipliers are $1+\beta s$ for the $\alpha$ equation, $a$ for the $\beta$ equation and $-1$ for the $\rho$ equation. Beforehand, `generalize` replaces the fractions by plain letters, so no division remains.

```lean
/-- Along a unit vector `e`, the rapidities of successive boosts add. -/
theorem rapidity_add (e : n → ℝ) (he : e ⬝ᵥ e = 1) (a b : ℝ) :
    boost (Real.sinh a • e) * boost (Real.sinh b • e) = boost (Real.sinh (a + b) • e) := by
  have h (x : ℝ) : gamma (Real.sinh x • e) = Real.cosh x :=
    gamma_smul_eq e _ _ (Real.cosh_pos x).le (by rw [he, Real.cosh_sq]; ring)
  rw [boost_mul_collinear, h, h, Real.sinh_add, mul_comm (Real.sinh b)]
```

For a unit vector $e$, $\gamma(\sinh\eta\,e)=\cosh\eta$, and the composition rule becomes the addition formula for $\sinh$.

```lean
/-- Boosts with opposite velocities cancel. -/
theorem boost_mul_neg (u : n → ℝ) : boost u * boost (-u) = 1 := by
  have h0 : boost (0 : n → ℝ) = 1 := by
    ext (i | i) (j | j) <;> simp [boost, gamma, Matrix.one_apply]
  have h := boost_mul_collinear u 1 (-1)
  rw [show (-1 : ℝ) • u = -u by simp, one_smul ℝ u, gamma_neg,
    show 1 * gamma u + -1 * gamma u = 0 by ring, zero_smul, h0] at h
  exact h
```

Take $e=u$, $p=1$, $q=-1$: then $r=\gamma-\gamma=0$, and $B(0)=I$.

```lean
/-- The boost with spatial four-velocity `halfway u`, applied twice, is the boost with spatial
four-velocity `u`. -/
theorem boost_halfway_sq (u : n → ℝ) : boost (halfway u) * boost (halfway u) = boost u := by
  have hg := gamma_pos u
  have hu := gamma_smul_sq u 1
  rw [one_smul] at hu
  have hc0 : 0 ≤ 1 / Real.sqrt (2 * (1 + gamma u)) := by positivity
  have hc : (1 / Real.sqrt (2 * (1 + gamma u))) ^ 2 * (2 * (1 + gamma u)) = 1 := by
    rw [div_pow, Real.sq_sqrt (by positivity), one_pow]
    exact one_div_mul_cancel (by positivity)
  rw [halfway]
  generalize 1 / Real.sqrt (2 * (1 + gamma u)) = c at *
  have h : gamma (c • u) = (1 + gamma u) * c :=
    gamma_smul_eq u c _ (by positivity) (by linear_combination hc + c ^ 2 * hu)
  rw [boost_mul_collinear, h,
    show c * ((1 + gamma u) * c) + c * ((1 + gamma u) * c) = 1 by linear_combination hc, one_smul]
```

Let $c=1/\sqrt{2(1+\gamma)}$ (the name used in the code, not the speed of light) and $v=cu$. Then

$$1+c^2u\cdot u=1+\frac{\gamma-1}{2}=\frac{1+\gamma}{2}=\bigl((1+\gamma)c\bigr)^2,$$

so $\gamma(v)=(1+\gamma)c$. The composed coefficient is $2c^2(1+\gamma)=1$, hence $B(v)^2=B(u)$.

```lean
private lemma metric_sq : (minkowski : Matrix (Unit ⊕ n) (Unit ⊕ n) ℝ) * minkowski = 1 := by
  simp [minkowski, fromBlocks_multiply]
```

The metric squares to the identity.

```lean
/-- Conjugation with the metric reverses the velocity of a boost. -/
theorem metric_conj (u : n → ℝ) : minkowski * boost u * minkowski = boost (-u) := by
  simp only [boost, minkowski, fromBlocks_multiply]
  ext (i | i) (j | j) <;> simp [gamma_neg]
```

Conjugation by $g$ flips the signs of the mixed blocks only: $gB(u)g=B(-u)$.

```lean
private lemma boost_transpose (u : n → ℝ) : (boost u)ᵀ = boost u := by
  ext (i | i) (j | j)
  · rfl
  · rfl
  · rfl
  · by_cases h : i = j
    · subst h; rfl
    · simp [boost, h, Ne.symm h, mul_comm]
```

Symmetry is checked entry by entry.

```lean
/-- In every spatial dimension the boost matrix is symmetric and positive definite, preserves
the Minkowski metric, has determinant one, and is inverted by reversing the velocity. -/
theorem boost_properties (u : n → ℝ) :
    (boost u)ᵀ = boost u ∧ (∀ x, x ≠ 0 → 0 < x ⬝ᵥ (boost u *ᵥ x)) ∧
    (boost u)ᵀ * minkowski * boost u = minkowski ∧ (boost u).det = 1 ∧
    (boost u)⁻¹ = boost (-u) := by
  have hinv (v : n → ℝ) : boost (-v) * boost v = 1 := by
    simpa only [neg_neg] using boost_mul_neg (-v)
  refine ⟨boost_transpose u, fun x hx => ?_, ?_, ?_, inv_eq_right_inv (boost_mul_neg u)⟩
  · -- the quadratic form is the squared length of the half-boosted vector
    rw [← boost_halfway_sq u, ← mulVec_mulVec, dotProduct_mulVec, ← mulVec_transpose,
      boost_transpose]
    refine lt_of_le_of_ne (Finset.sum_nonneg fun i _ => mul_self_nonneg _) fun h => hx ?_
    have hy := dotProduct_self_eq_zero.1 h.symm
    rw [← one_mulVec x, ← hinv (halfway u), ← mulVec_mulVec, hy, mulVec_zero]
  · rw [boost_transpose]
    calc boost u * minkowski * boost u
        = (minkowski * minkowski) * boost u * minkowski * boost u := by rw [metric_sq, one_mul]
      _ = minkowski * (minkowski * boost u * minkowski) * boost u := by simp only [mul_assoc]
      _ = minkowski := by rw [metric_conj, mul_assoc, hinv, mul_one]
  · -- the determinant is the square of that of the half boost, which is `1` or `-1`
    have h1 := congrArg det (metric_conj (halfway u))
    have h2 := congrArg det (boost_mul_neg (halfway u))
    have h3 := congrArg det (metric_sq (n := n))
    simp only [det_mul, det_one] at h1 h2 h3
    rw [← boost_halfway_sq u, det_mul]
    linear_combination h2 + (boost (halfway u)).det * h1 - (boost (halfway u)).det ^ 2 * h3

end

end LorentzBoost
```

The five conjuncts hold for every real $u$; `*ᵥ` applies a matrix to a vector.

- **Symmetry** is the preceding lemma.
- **Positivity:** $x\cdot B(u)x=|B(v)x|^2$, which vanishes only for $x=0$ because $B(v)$ is invertible.
- **Metric:** $B(u)gB(u)=g\,(gB(u)g)\,B(u)=g\,B(-u)B(u)=g$.
- **Determinant:** conjugation by $g$ gives $\det B(-v)=\det B(v)$, and $B(v)B(-v)=I$ then gives $\det B(v)^2=1$. This is $\det B(u)$.
- **Inverse:** $B(u)B(-u)=I$.

A simulation that transforms events between inertial frames can thus undo a boost by reversing $u$, exactly in real arithmetic, and in floating point up to rounding errors that can grow with $\gamma$. The composition rule covers collinear boosts only; boosts in different directions generally combine to a boost and a rotation.

```lean
#print axioms LorentzBoost.rapidity_add
#print axioms LorentzBoost.boost_properties
```

```
'LorentzBoost.rapidity_add' depends on axioms: [propext, Classical.choice, Quot.sound]
'LorentzBoost.boost_properties' depends on axioms: [propext, Classical.choice, Quot.sound]
```
